# The \(|\mathbf G|^{-6}\) tail beyond a cubic plane-wave basis scales as the inverse basis size

Suppose that the second-order correlation energy in the random-phase approximation (RPA) is summed over the 27 plane waves whose reciprocal vectors \(\mathbf G\) have components \(-1\), \(0\) or \(1\): the surface of the next cube holds 98 of the vectors left out, and each adds between \(1/1728\) and \(1/64\) to a sum of \(|\mathbf G|^{-6}\). Further out, the number of vectors on a cube surface grows as the square of its size while each term falls as the sixth power, and the whole omitted sum scales as the inverse of the number of plane waves kept.

```lean
import Mathlib

open Filter

namespace RPABasisExtrapolation

noncomputable section

/-- The plane-wave basis: reciprocal vectors whose components all lie between `-N` and `N`. -/
def planeWaves (N : ℕ) : Finset (Fin 3 → ℤ) :=
  Fintype.piFinset fun _ => Finset.Icc (-(N : ℤ)) N

/-- The Euclidean length of a reciprocal vector. -/
def gNorm (G : Fin 3 → ℤ) : ℝ := √(∑ i, (G i : ℝ) ^ 2)

/-- The second-order contribution `1/|G|^6` of a vector outside the basis, and zero for a vector
in the basis; the origin is always in the basis, so the denominator is never zero. -/
def omitted (N : ℕ) (G : Fin 3 → ℤ) : ℝ :=
  if G ∈ planeWaves N then 0 else 1 / gNorm G ^ 6

/-- The second-order tail: the sum of `1/|G|^6` over all vectors outside the basis. -/
def tail (N : ℕ) : ℝ := ∑' G, omitted N G

/-- A vector is in the basis exactly when its max-norm is at most `N`. -/
theorem mem_planeWaves {N : ℕ} {G : Fin 3 → ℤ} :
    G ∈ planeWaves N ↔ ∀ i, |G i| ≤ (N : ℤ) := by
  simp [planeWaves, abs_le]

/-- The basis holds `(2N+1)^3` plane waves. -/
theorem card_planeWaves (N : ℕ) : (planeWaves N).card = (2 * N + 1) ^ 3 := by
  have h : ((N : ℤ) + 1 - (-(N : ℤ))).toNat = 2 * N + 1 := by omega
  rw [planeWaves, Fintype.card_piFinset]
  simp only [Int.card_Icc, h, Finset.prod_const, Finset.card_univ, Fintype.card_fin]

lemma planeWaves_mono {N M : ℕ} (h : N ≤ M) : planeWaves N ⊆ planeWaves M :=
  fun _ hG => mem_planeWaves.2 fun i => (mem_planeWaves.1 hG i).trans (by exact_mod_cast h)

/-- On the shell of max-norm `m+1`, the contribution `1/|G|^6` lies between
`1/(27 (m+1)^6)` and `1/(m+1)^6`. -/
theorem shell_term {m : ℕ} {G : Fin 3 → ℤ} (hG : G ∈ planeWaves (m + 1) \ planeWaves m) :
    1 / (27 * ((m : ℝ) + 1) ^ 6) ≤ 1 / gNorm G ^ 6 ∧
      1 / gNorm G ^ 6 ≤ 1 / ((m : ℝ) + 1) ^ 6 := by
  obtain ⟨hin, hout⟩ := Finset.mem_sdiff.1 hG
  have h6 : gNorm G ^ 6 = (∑ i, (G i : ℝ) ^ 2) ^ 3 := by
    rw [gNorm, show (6 : ℕ) = 2 * 3 from rfl, pow_mul,
      Real.sq_sqrt (Finset.sum_nonneg fun i _ => sq_nonneg _)]
  -- every component is at most m+1, and one component reaches it
  have hc : ∀ i, (G i : ℝ) ^ 2 ≤ ((m : ℝ) + 1) ^ 2 := fun i => by
    have h := mem_planeWaves.1 hin i
    have h' : |(G i : ℝ)| ≤ (m : ℝ) + 1 := by exact_mod_cast h
    rw [← sq_abs (G i : ℝ)]
    exact pow_le_pow_left₀ (abs_nonneg _) h' 2
  obtain ⟨i, hi⟩ : ∃ i, (m : ℤ) < |G i| := by
    by_contra h
    exact hout (mem_planeWaves.2 fun i => not_lt.1 fun hi => h ⟨i, hi⟩)
  have hi1 : (m : ℤ) + 1 ≤ |G i| := hi
  have hi2 : (m : ℝ) + 1 ≤ |(G i : ℝ)| := by exact_mod_cast hi1
  have hlo : ((m : ℝ) + 1) ^ 2 ≤ ∑ i, (G i : ℝ) ^ 2 := by
    have h1 := pow_le_pow_left₀ (by positivity) hi2 2
    rw [sq_abs] at h1
    exact h1.trans (Finset.single_le_sum (f := fun j => (G j : ℝ) ^ 2)
      (fun j _ => sq_nonneg _) (Finset.mem_univ i))
  have hhi : ∑ i, (G i : ℝ) ^ 2 ≤ 3 * ((m : ℝ) + 1) ^ 2 := by
    rw [Fin.sum_univ_three]
    linarith [hc 0, hc 1, hc 2]
  have hpos : 0 < ∑ i, (G i : ℝ) ^ 2 := lt_of_lt_of_le (by positivity) hlo
  have hA := pow_le_pow_left₀ (by positivity) hlo 3
  have hB := pow_le_pow_left₀ hpos.le hhi 3
  rw [h6]
  exact ⟨one_div_le_one_div_of_le (pow_pos hpos 3) (hB.trans_eq (by ring)),
    one_div_le_one_div_of_le (by positivity) (le_of_eq_of_le (by ring) hA)⟩

/-- The shell of max-norm `m+1` holds `24 (m+1)^2 + 2` reciprocal vectors. -/
theorem card_shell (m : ℕ) :
    ((planeWaves (m + 1) \ planeWaves m).card : ℝ) = 24 * ((m : ℝ) + 1) ^ 2 + 2 := by
  have h := Finset.card_sdiff_add_card_eq_card (planeWaves_mono (Nat.le_add_right m 1))
  rw [card_planeWaves, card_planeWaves] at h
  have h' : ((planeWaves (m + 1) \ planeWaves m).card : ℝ) + (2 * (m : ℝ) + 1) ^ 3
      = (2 * ((m : ℝ) + 1) + 1) ^ 3 := by exact_mod_cast h
  linear_combination h'

lemma upper_step {x : ℝ} (hx : 0 < x) : (24 * (x + 1) ^ 2 + 2) * (1 / (x + 1) ^ 6) ≤
    26 / 3 * (1 / x ^ 3 - 1 / (x + 1) ^ 3) := by
  have h : 26 / 3 * (1 / x ^ 3 - 1 / (x + 1) ^ 3) - (24 * (x + 1) ^ 2 + 2) * (1 / (x + 1) ^ 6)
      = (2 * x ^ 5 + 56 * x ^ 4 + 416 / 3 * x ^ 3 + 130 * x ^ 2 + 52 * x + 26 / 3)
        / (x ^ 3 * (x + 1) ^ 6) := by
    field_simp
    ring
  rw [← sub_nonneg, h]
  positivity

lemma lower_step {k : ℝ} (hk : 0 < k) : 8 / 27 * (1 / k ^ 3 - 1 / (k + 1) ^ 3) ≤
    (24 * k ^ 2 + 2) * (1 / (27 * k ^ 6)) := by
  have h : (24 * k ^ 2 + 2) * (1 / (27 * k ^ 6)) - 8 / 27 * (1 / k ^ 3 - 1 / (k + 1) ^ 3)
      = (48 * k ^ 4 + 66 * k ^ 3 + 30 * k ^ 2 + 6 * k + 2) / (27 * k ^ 6 * (k + 1) ^ 3) := by
    field_simp
    ring
  rw [← sub_nonneg, h]
  positivity

/-- For `1 ≤ N ≤ M`, the contributions between the cutoffs `N` and `M` are bounded on both sides by
constant multiples of differences of inverse cubes. -/
theorem partial_sum {N M : ℕ} (hN : 1 ≤ N) (h : N ≤ M) :
    8 / 27 * (1 / ((N : ℝ) + 1) ^ 3 - 1 / ((M : ℝ) + 1) ^ 3) ≤
        ∑ G ∈ planeWaves M, omitted N G ∧
      ∑ G ∈ planeWaves M, omitted N G ≤ 26 / 3 * (1 / (N : ℝ) ^ 3 - 1 / (M : ℝ) ^ 3) := by
  induction M, h using Nat.le_induction with
  | base =>
    have h0 : ∑ G ∈ planeWaves N, omitted N G = 0 :=
      Finset.sum_eq_zero fun G hG => by simp [omitted, hG]
    rw [h0]
    constructor <;> simp
  | succ m hm ih =>
    -- split off the outermost shell
    have hs : ∑ G ∈ planeWaves (m + 1), omitted N G =
        ∑ G ∈ planeWaves (m + 1) \ planeWaves m, 1 / gNorm G ^ 6 +
          ∑ G ∈ planeWaves m, omitted N G := by
      refine (Finset.sum_sdiff (planeWaves_mono (Nat.le_add_right m 1))).symm.trans ?_
      congr 1
      refine Finset.sum_congr rfl fun G hG => ?_
      have hn : G ∉ planeWaves N := fun h => (Finset.mem_sdiff.1 hG).2 (planeWaves_mono hm h)
      simp [omitted, hn]
    have hl := Finset.card_nsmul_le_sum _ (fun G => 1 / gNorm G ^ 6) _
      fun G hG => (shell_term (m := m) hG).1
    have hu := Finset.sum_le_card_nsmul _ (fun G => 1 / gNorm G ^ 6) _
      fun G hG => (shell_term (m := m) hG).2
    rw [nsmul_eq_mul, card_shell] at hl hu
    have hm0 : (0 : ℝ) < m := by exact_mod_cast (show 0 < m by omega)
    have h1 := upper_step hm0
    have h2 := lower_step (show (0 : ℝ) < (m : ℝ) + 1 by positivity)
    rw [hs]
    push_cast
    constructor
    · linarith [ih.1]
    · linarith [ih.2]

lemma omitted_nonneg (N : ℕ) (G : Fin 3 → ℤ) : 0 ≤ omitted N G := by
  unfold omitted
  split_ifs
  · exact le_rfl
  · positivity

lemma exists_cover (N : ℕ) (s : Finset (Fin 3 → ℤ)) : ∃ M, N ≤ M ∧ s ⊆ planeWaves M := by
  refine ⟨max N (s.sup fun G => Finset.univ.sup fun i => (G i).natAbs), le_max_left _ _,
    fun G hG => mem_planeWaves.2 fun i => ?_⟩
  have h1 := Finset.le_sup (f := fun i => (G i).natAbs) (Finset.mem_univ i)
  have h2 := Finset.le_sup (f := fun G : Fin 3 → ℤ => Finset.univ.sup fun i => (G i).natAbs) hG
  rw [Int.abs_eq_natAbs]
  exact Int.ofNat_le.2 ((h1.trans h2).trans (le_max_right _ _))

/-- For `N ≥ 1` the second-order tail converges and lies between `8/(27 (N+1)^3)` and
`26/(3 N^3)`. -/
theorem tail_bounds {N : ℕ} (hN : 1 ≤ N) : Summable (omitted N) ∧
    8 / (27 * ((N : ℝ) + 1) ^ 3) ≤ tail N ∧ tail N ≤ 26 / (3 * (N : ℝ) ^ 3) := by
  have hub : ∀ s : Finset (Fin 3 → ℤ), ∑ G ∈ s, omitted N G ≤ 26 / (3 * (N : ℝ) ^ 3) := by
    intro s
    obtain ⟨M, hM, hs⟩ := exists_cover N s
    have h1 := Finset.sum_le_sum_of_subset_of_nonneg hs fun G _ _ => omitted_nonneg N G
    have h2 := (partial_sum hN hM).2
    have h3 : 0 ≤ 1 / (M : ℝ) ^ 3 := by positivity
    have h4 : 26 / (3 * (N : ℝ) ^ 3) = 26 / 3 * (1 / (N : ℝ) ^ 3) := by ring
    linarith
  have hsum : Summable (omitted N) := summable_of_sum_le (fun G => omitted_nonneg N G) hub
  refine ⟨hsum, ?_, hsum.tsum_le_of_sum_le hub⟩
  -- let the outer cutoff go to infinity
  have hl := (((tendsto_one_div_add_atTop_nhds_zero_nat (𝕜 := ℝ)).pow 3).const_sub
    (1 / ((N : ℝ) + 1) ^ 3)).const_mul (8 / 27)
  have hle := le_of_tendsto hl (b := tail N) (by
    filter_upwards [eventually_ge_atTop N] with M hM
    rw [one_div_pow]
    exact (partial_sum hN hM).1.trans
      (hsum.sum_le_tsum (planeWaves M) fun G _ => omitted_nonneg N G))
  rw [zero_pow three_ne_zero, sub_zero, div_mul_div_comm, mul_one] at hle
  exact hle

/-- For `N ≥ 1` the tail scales as the inverse basis size: it lies between `1/n` and `234/n`,
where `n` is the number of plane waves kept. -/
theorem tail_inverse_basis_size {N : ℕ} (hN : 1 ≤ N) :
    1 / ((planeWaves N).card : ℝ) ≤ tail N ∧ tail N ≤ 234 / ((planeWaves N).card : ℝ) := by
  obtain ⟨-, hl, hu⟩ := tail_bounds hN
  have hx : (1 : ℝ) ≤ N := by exact_mod_cast hN
  have hx0 : (0 : ℝ) < N := by linarith
  rw [card_planeWaves]
  push_cast
  constructor
  · refine le_trans ?_ hl
    rw [div_le_div_iff₀ (by positivity) (by positivity)]
    have h := pow_le_pow_left₀ (by positivity)
      (show 3 * ((N : ℝ) + 1) ≤ 2 * (2 * N + 1) by linarith) 3
    linarith
  · refine hu.trans ?_
    rw [div_le_div_iff₀ (by positivity) (by positivity)]
    have h := pow_le_pow_left₀ (by positivity) (show 2 * (N : ℝ) + 1 ≤ 3 * N by linarith) 3
    linarith

end

end RPABasisExtrapolation
```

```lean
#print axioms RPABasisExtrapolation.tail_inverse_basis_size
-- 'RPABasisExtrapolation.tail_inverse_basis_size' depends on axioms: [propext, Classical.choice, Quot.sound]
```

## Where the sixth power comes from

The second-order RPA energy is, up to a negative prefactor, the integral over imaginary frequency of \(\mathrm{Tr}\,(v\chi_0)^2\), where \(v\) is the Coulomb interaction and \(\chi_0\) the non-interacting density response. At large \(|\mathbf G|\) an electron excited by \(\mathbf G\) is nearly free, with energy \(|\mathbf G|^2/2\) in atomic units. For mean density \(\rho\), the diagonal elements are then

\[
v\chi_0 \approx -\frac{4\pi\rho}{|\mathbf G|^4/4+\omega^2},
\qquad
\int_{-\infty}^{\infty}\frac{d\omega}{(|\mathbf G|^4/4+\omega^2)^2}
=\frac{4\pi}{|\mathbf G|^6}.
\]

This estimate is the physical input, and the theorems start from the power \(|\mathbf G|^{-6}\) itself. The model therefore gives each omitted vector its diagonal asymptotic contribution and leaves out the off-diagonal elements of \(v\chi_0\), which also enter the trace when the density is not uniform.

## The sum and its bounds in words

A reciprocal vector is a function `G : Fin 3 → ℤ`, that is, three integers. The lattice is simple cubic, with lengths in units of \(2\pi/a\) for lattice constant \(a\), and the prefactor of the energy is set to one. The basis `planeWaves N` is a cube: it keeps \(\mathbf G\) when every component is at most \(N\) in absolute value. Here \(N\) is this integer cutoff, not the number of basis functions, which is \(n=(2N+1)^3\) by `card_planeWaves`.

The length `gNorm` is written out as a Euclidean square root, because the norm that Mathlib attaches to functions on `Fin 3` is the maximum norm. Both measures of size are used: the maximum norm selects the basis, and the Euclidean length enters the energy. The function `omitted N` is zero on the basis and \(|\mathbf G|^{-6}\) elsewhere, and `tail N` is its sum over the whole lattice, written \(S(N)\) below.

For \(N\ge1\), `tail_bounds` states that the series converges and that

\[
\frac{8}{27(N+1)^3}\le S(N)\le\frac{26}{3N^3}.
\]

The theorem `tail_inverse_basis_size` expresses this through the basis size:

\[
\frac1n\le S(N)\le\frac{234}{n}.
\]

For this pure-power tail with a cubic cutoff, the result supports the \(1/n\) scaling assumed when RPA correlation energies are extrapolated in the size of the response basis. It does not say that \(n\,S(N)\) tends to a constant, which a straight-line fit in \(1/n\) also presumes. Spherical cutoffs, other lattices and the error from a finite orbital basis would need separate arguments.

## Shell by shell

Let \(N\ge1\), and let \(k\ge N+1\) be the maximum norm of an omitted vector. The shell of such vectors is a cube with a smaller cube removed, so it holds

\[
(2k+1)^3-(2k-1)^3=24k^2+2
\]

vectors. On it, one component has absolute value \(k\) and none exceeds \(k\). Hence \(k^2\le|\mathbf G|^2\le3k^2\), and cubing gives \(k^6\le|\mathbf G|^6\le27k^6\). The shell sum \(\sigma_k\) therefore obeys

\[
\frac{24k^2+2}{27k^6}\le\sigma_k\le\frac{24k^2+2}{k^6}.
\]

Both sides can be compared with differences of inverse cubes. Since \(k\ge1\), we have \(24k^2+2\le26k^2\), and since \(t^{-4}\) decreases,

\[
\sigma_k\le\frac{26}{k^4}
\le\frac{26}{3}\int_{k-1}^{k}\frac{3\,dt}{t^4}
=\frac{26}{3}\left(\frac1{(k-1)^3}-\frac1{k^3}\right).
\]

In the other direction,

\[
\sigma_k\ge\frac{24}{27k^4}
\ge\frac{8}{27}\int_k^{k+1}\frac{3\,dt}{t^4}
=\frac{8}{27}\left(\frac1{k^3}-\frac1{(k+1)^3}\right).
\]

Adding the shells from \(k=N+1\) to an outer cutoff \(M\) makes the intermediate terms cancel:

\[
\frac{8}{27}\left(\frac1{(N+1)^3}-\frac1{(M+1)^3}\right)
\le\sum_{k=N+1}^{M}\sigma_k
\le\frac{26}{3}\left(\frac1{N^3}-\frac1{M^3}\right).
\]

For \(M=N\) the sum is empty and all three expressions vanish. As \(M\to\infty\), the partial sums increase and stay bounded, so they converge, and the limit satisfies the stated bounds.

It remains to bring in the basis size. For \(N\ge1\), \(3(N+1)\le2(2N+1)\), and cubing gives \(27(N+1)^3\le8n\), so the lower bound is at least \(1/n\). Likewise \(2N+1\le3N\) gives \(n\le27N^3\), so the upper bound is at most \(26\cdot27/(3n)=234/n\). At \(N=1\) both comparisons are equalities, and the two theorems give the same interval, from \(1/27\) to \(26/3\).

## The same argument in Lean

The code labels a shell by \(m=k-1\), so the shell is `planeWaves (m + 1) \ planeWaves m`. The lemma `shell_term` bounds one contribution. It finds a component larger than \(m\) in absolute value; because components are integers, that component reaches \(m+1\). `card_shell` obtains the count from the sizes of the two cubes.

The integral comparisons are replaced by algebra. In `upper_step`, with \(x=m\), and in `lower_step`, with \(k=m+1\), the difference of the two sides is written as one fraction. Its numerator is a polynomial with positive coefficients and its denominator is positive, so `positivity` settles the inequality after `field_simp` and `ring` have confirmed the identity.

`partial_sum` is the telescoping sum, proved by induction on \(M\) starting at \(N\). The induction step splits off the outermost shell, bounds its sum by the number of vectors times the bound on one term, and adds the induction hypothesis with `linarith`.

The last theorem follows the comparison of \(N\) with \(n\) directly: each linear inequality is cubed by `pow_le_pow_left₀`, after the fractions have been cleared by `div_le_div_iff₀`.

## From growing cubes to an unordered sum

An infinite sum in Mathlib, written `∑'`, here runs over a lattice with no preferred order. Convergence is accordingly a statement about all finite sets of vectors, while the shell argument only controls cubes. The device that connects the two is `summable_of_sum_le`: a non-negative function is summable if one constant bounds its sum over every finite set.

The lemma `exists_cover` supplies what this needs. Any finite set `s` fits into a cube with some cutoff \(M\ge N\), found by taking the larger of \(N\) and the largest absolute value of a component that occurs. Since `omitted_nonneg` makes every term non-negative, enlarging `s` to that cube can only increase the sum, and `partial_sum` bounds the result by \(26/(3N^3)\), independently of `s`. This bound, called `hub` in the proof, is used twice: once for convergence, and once through `tsum_le_of_sum_le` for the upper bound on the total.

Once convergence is known, the lower bound needs only cubes. Each partial sum over a cube is at most the total, by `sum_le_tsum`, and `le_of_tendsto` carries the inequality to the limit \(M\to\infty\).

## What happens at \(N=0\)

With \(N=0\) only the origin is kept, and \(\mathbf G=(1,0,0)\) alone contributes \(1\) to the tail. The upper bound \(26/(3N^3)\) now has a zero denominator, which Lean evaluates as \(0\), so that inequality in `tail_bounds` would be false. The condition it requires is thus \(N\ne0\), which for natural numbers is the same as \(N\ge1\).

The failure belongs to this form of the bound and not to the lattice sum. The first shell adds \(6+12/8+8/27<8\) to \(S(1)\le26/3\), so \(S(0)\) is finite and lies between \(1\) and \(234\), as the basis-size form would predict for \(n=1\).
